# Real von der Linden–Horsch plasmon poles from a nonnegative density and dielectric eigenvalues above one

Q: A GW self-energy needs the inverse dielectric matrix as a function of frequency. A plasmon-pole model replaces that function by a few poles, and a negative squared pole frequency would be unphysical. What definitions and conventions do you use?

A: The points x of a periodic real-space grid form a finite abelian group `A`. The label G in `ι` runs over finitely many plane waves χ_G, which are characters of the group. Here χ is a plane wave, not a susceptibility. The real vector u_G stands for (q+G)/|q+G|, with q the Bloch wave vector, although the theorems don't require unit length.

```lean
import Mathlib

open Matrix Filter Topology
open scoped ComplexOrder ComplexConjugate

namespace PlasmonPole

noncomputable section

variable {A ι : Type*} [AddCommGroup A] [Fintype A] [Fintype ι] [DecidableEq ι]
```

For electrons in a local potential, the f-sum rule supplies the matrix F, which fixes the pole strengths:

F(G,H) = ⟨u_G,u_H⟩ Σ_x ρ(x) χ_G(x) conj χ_H(x)

With ħ = 1 and Gaussian units, ρ(x) is (4πe²/m) n(x)/N, where n is the electron number density, e and m are the electron's charge and mass, and N is the number of grid points. A uniform density then gives F(G,G) = 4πe²n/m, the squared plasma frequency.

```lean
/-- The f-sum matrix `F(G,H) = ⟨u_G, u_H⟩ ∑ₓ ρ(x) χ_G(x) conj χ_H(x)` of a density `ρ` on a
periodic grid, for plane waves `χ_G` and wave vectors `u_G`. -/
def fsum (ρ : A → ℝ) (χ : ι → AddChar A ℂ) (u : ι → Fin 3 → ℝ) : Matrix ι ι ℂ :=
  Matrix.of fun G H => ((u G ⬝ᵥ u H : ℝ) : ℂ) * ∑ x, (ρ x : ℂ) * χ G x * conj (χ H x)
```

Q: Where is the Bloch phase?

A: It cancels between χ_G and conj χ_H, so q enters only through u_G. For a coefficient vector c, I also need the field

a_k(x) = Σ_G conj(c_G) u_G^k χ_G(x), k = 0, 1, 2.

```lean
/-- The `k`-th Cartesian component, at the grid point `x`, of the gradient-like field
`∑_G conj(c_G) u_G χ_G(x)`. -/
def amp (χ : ι → AddChar A ℂ) (u : ι → Fin 3 → ℝ) (c : ι → ℂ) (k : Fin 3) (x : A) : ℂ :=
  ∑ G, conj (c G) * (u G k : ℂ) * χ G x
```

Q: And the poles?

A: Let φ_i be orthonormal eigenvectors of the static, symmetrised dielectric matrix ε, with real eigenvalues λ_i, written `lam i`. The model sets

z_i = ⟨φ_i,Fφ_i⟩, Ω_i² = z_i/(1 − 1/λ_i),

ε⁻¹(ω) = 1 + Σ_i z_i/(ω² − Ω_i²) |φ_i⟩⟨φ_i|.

`poleSq` is Ω_i², kept as a complex number so that its reality has to be proved. `IsEigensystem` states the conditions on φ_i and λ_i, `spectral` forms sums of projectors, and `epsInv` is the model at real ω without broadening.

```lean
/-- The squared von der Linden-Horsch pole frequency `⟨φ, F φ⟩ / (1 - 1/l)` of a normalised mode `φ`
with dielectric eigenvalue `l`, for `l` different from 0 and 1. -/
def poleSq (F : Matrix ι ι ℂ) (l : ℝ) (φ : ι → ℂ) : ℂ :=
  (star φ ⬝ᵥ F *ᵥ φ) / (1 - 1 / (l : ℂ))

/-- The vectors `φ i` are orthonormal eigenvectors of `ε` with real eigenvalues `lam i`. -/
def IsEigensystem (ε : Matrix ι ι ℂ) (lam : ι → ℝ) (φ : ι → ι → ℂ) : Prop :=
  (∀ i j, star (φ i) ⬝ᵥ φ j = if i = j then 1 else 0) ∧
    ∀ i, ε *ᵥ φ i = (lam i : ℂ) • φ i

/-- The matrix `∑ⱼ cⱼ |φⱼ⟩⟨φⱼ|`. -/
def spectral (c : ι → ℂ) (φ : ι → ι → ℂ) : Matrix ι ι ℂ :=
  Matrix.of fun a b => ∑ j, c j * φ j a * star (φ j b)

/-- The plasmon-pole inverse dielectric matrix `1 + ∑ᵢ zᵢ / (ω² - Ωᵢ²) |φᵢ⟩⟨φᵢ|` with
`zᵢ = ⟨φᵢ, F φᵢ⟩`, for orthonormal modes `φᵢ`, `ω` away from the poles and eigenvalues different
from 0 and 1. -/
def epsInv (F : Matrix ι ι ℂ) (lam : ι → ℝ) (φ : ι → ι → ℂ) (ω : ℝ) : Matrix ι ι ℂ :=
  1 + spectral (fun i => (star (φ i) ⬝ᵥ F *ᵥ φ i) /
    ((ω : ℂ) ^ 2 - poleSq F (lam i) (φ i))) φ
```

Q: Why should F be positive? The factor ⟨u_G,u_H⟩ can be negative.

A: Individual entries can be negative, but the quadratic form can't. Expand the scalar product over Cartesian components and exchange the sums:

⟨c,Fc⟩ = Σ_x ρ(x) Σ_k Σ_{G,H} [conj(c_G) u_G^k χ_G(x)] [c_H u_H^k conj χ_H(x)]

The second bracket is the complex conjugate of the first with G replaced by H, because u is real. The double sum therefore factorises:

⟨c,Fc⟩ = Σ_x ρ(x) Σ_k |a_k(x)|²

In Lean, both sides are reduced to the same triple sum over x, G and H, and `ring` matches the summands.

```lean
omit [DecidableEq ι] in
/-- The quadratic form of the f-sum matrix is the density-weighted sum of the squared
gradient amplitudes. -/
theorem fsum_quadratic (ρ : A → ℝ) (χ : ι → AddChar A ℂ) (u : ι → Fin 3 → ℝ) (c : ι → ℂ) :
    star c ⬝ᵥ fsum ρ χ u *ᵥ c = ((∑ x, ρ x * ∑ k, ‖amp χ u c k x‖ ^ 2 : ℝ) : ℂ) := by
  have hn : ∀ z : ℂ, ((‖z‖ : ℝ) : ℂ) ^ 2 = z * conj z := fun z => by
    rw [Complex.mul_conj, Complex.normSq_eq_norm_sq, Complex.ofReal_pow]
  -- both sides equal one triple sum over the grid and two plane waves
  trans ∑ x, ∑ G, ∑ H, conj (c G) * c H * (ρ x : ℂ) * χ G x * conj (χ H x) *
      ((u G 0 : ℂ) * u H 0 + (u G 1 : ℂ) * u H 1 + (u G 2 : ℂ) * u H 2)
  · symm
    rw [Finset.sum_comm]
    simp only [dotProduct, Matrix.mulVec, fsum, Matrix.of_apply, Pi.star_apply, RCLike.star_def]
    refine Finset.sum_congr rfl fun G _ => ?_
    rw [Finset.sum_comm, Finset.mul_sum]
    refine Finset.sum_congr rfl fun H _ => ?_
    simp only [Fin.sum_univ_three, Complex.ofReal_add, Complex.ofReal_mul, Finset.mul_sum,
      Finset.sum_mul]
    refine Finset.sum_congr rfl fun x _ => ?_
    ring
  · simp only [Complex.ofReal_sum, Complex.ofReal_mul, Complex.ofReal_pow, hn]
    refine Finset.sum_congr rfl fun x _ => ?_
    simp only [amp, map_sum, map_mul, Complex.conj_conj, Complex.conj_ofReal,
      Finset.sum_mul_sum, Fin.sum_univ_three, ← Finset.sum_add_distrib]
    simp only [Finset.mul_sum]
    refine Finset.sum_congr rfl fun G _ => Finset.sum_congr rfl fun H _ => ?_
    ring
```

Every term is nonnegative if ρ ≥ 0. `PosSemidef` also requires F to be Hermitian, which follows by conjugating the entries and exchanging G and H.

```lean
omit [DecidableEq ι] in
/-- For a nonnegative density the f-sum matrix is positive semidefinite. -/
theorem fsum_posSemidef {ρ : A → ℝ} (hρ : ∀ x, 0 ≤ ρ x) (χ : ι → AddChar A ℂ)
    (u : ι → Fin 3 → ℝ) : (fsum ρ χ u).PosSemidef := by
  refine Matrix.posSemidef_iff_dotProduct_mulVec.2 ⟨?_, ?_⟩
  · ext G H
    simp only [Matrix.conjTranspose_apply, fsum, Matrix.of_apply, RCLike.star_def, map_mul,
      map_sum, Complex.conj_ofReal, Complex.conj_conj]
    rw [dotProduct_comm]
    congr 1
    refine Finset.sum_congr rfl fun x _ => ?_
    ring
  · intro c
    rw [fsum_quadratic]
    exact Complex.zero_le_real.2 (Finset.sum_nonneg fun x _ =>
      mul_nonneg (hρ x) (Finset.sum_nonneg fun k _ => sq_nonneg _))
```

Q: Semidefinite still allows z_i = 0. Isn't that a problem?

A: It is for the static limit: Ω_i² is then zero too, and the mode's coefficient at ω = 0 becomes 0/0. Strict positivity is proved under three further conditions: ρ is positive at every grid point, the plane waves are distinct as functions on the grid, so none is an alias of another, and no u_G vanishes. At q = 0 the G = 0 entry therefore needs a chosen limiting direction.

Suppose ⟨c,Fc⟩ = 0. Since ρ > 0, every a_k(x) vanishes. Distinct characters are orthogonal: for G ≠ H put ψ = χ_G conj χ_H and choose y with ψ(y) ≠ 1. Shifting the sum by y gives

Σ_x ψ(x) = ψ(y) Σ_x ψ(x), hence Σ_x ψ(x) = 0.

Projecting a_k on each χ_G gives conj(c_G) u_G^k = 0 for every k. Some component of u_G is nonzero, so c_G = 0. Lean takes the linear independence from `AddChar.linearIndependent`; the rest is the same argument.

```lean
omit [DecidableEq ι] in
/-- For a density that is positive everywhere, distinct plane waves and nonzero wave vectors,
the f-sum matrix is positive definite. -/
theorem fsum_posDef {ρ : A → ℝ} (hρ : ∀ x, 0 < ρ x) {χ : ι → AddChar A ℂ}
    (hχ : Function.Injective χ) {u : ι → Fin 3 → ℝ} (hu : ∀ G, u G ≠ 0) :
    (fsum ρ χ u).PosDef := by
  refine Matrix.posDef_iff_dotProduct_mulVec.2
    ⟨(fsum_posSemidef (fun x => (hρ x).le) χ u).isHermitian, ?_⟩
  intro c hc
  rw [fsum_quadratic]
  have hk : ∀ x, 0 ≤ ∑ k, ‖amp χ u c k x‖ ^ 2 := fun x =>
    Finset.sum_nonneg fun k _ => sq_nonneg _
  have hx : ∀ x ∈ Finset.univ, 0 ≤ ρ x * ∑ k, ‖amp χ u c k x‖ ^ 2 := fun x _ =>
    mul_nonneg (hρ x).le (hk x)
  refine Complex.zero_lt_real.2 (lt_of_le_of_ne (Finset.sum_nonneg hx) fun h0 => hc ?_)
  -- a vanishing form forces every amplitude to vanish
  have hamp : ∀ k x, amp χ u c k x = 0 := fun k x => by
    have h1 := (Finset.sum_eq_zero_iff_of_nonneg hx).1 h0.symm x (Finset.mem_univ x)
    have h2 := (mul_eq_zero.1 h1).resolve_left (hρ x).ne'
    have h3 := (Finset.sum_eq_zero_iff_of_nonneg fun k _ => sq_nonneg _).1 h2 k
      (Finset.mem_univ k)
    exact norm_eq_zero.1 (pow_eq_zero_iff two_ne_zero |>.1 h3)
  -- characters are linearly independent
  have hli : LinearIndependent ℂ (fun ψ : AddChar A ℂ => (ψ : A → ℂ)) := by
    apply AddChar.linearIndependent
  funext G
  obtain ⟨k, hk⟩ := Function.ne_iff.1 (hu G)
  have h4 := Fintype.linearIndependent_iff.1 (hli.comp χ hχ)
    (fun G => conj (c G) * (u G k : ℂ))
    (by funext x; simpa [Finset.sum_apply, amp] using hamp k x) G
  have h5 := (mul_eq_zero.1 h4).resolve_right (Complex.ofReal_ne_zero.2 hk)
  simpa using h5
```

Q: What does λ_i > 1 stand for?

A: It says that the electrons' static response weakens the interaction in every mode. It is assumed here, not derived from a response function. It makes 1 − 1/λ_i positive, so for ρ ≥ 0 the quotient Ω_i² is real and nonnegative. `pole_real` gives its square root explicitly, for any vector φ.

```lean
omit [DecidableEq ι] in
/-- For a nonnegative density and `l > 1`, the squared pole frequency of any mode is the square
of a real nonnegative frequency. -/
theorem pole_real {ρ : A → ℝ} (hρ : ∀ x, 0 ≤ ρ x) (χ : ι → AddChar A ℂ)
    (u : ι → Fin 3 → ℝ) {l : ℝ} (hl : 1 < l) (φ : ι → ℂ) :
    ∃ Ω : ℝ, 0 ≤ Ω ∧ (Ω : ℂ) ^ 2 = poleSq (fsum ρ χ u) l φ := by
  have hd : 1 / l < 1 := by
    rw [div_lt_one (by linarith)]
    exact hl
  have hS : 0 ≤ ∑ x, ρ x * ∑ k, ‖amp χ u φ k x‖ ^ 2 := Finset.sum_nonneg fun x _ =>
    mul_nonneg (hρ x) (Finset.sum_nonneg fun k _ => sq_nonneg _)
  refine ⟨√((∑ x, ρ x * ∑ k, ‖amp χ u φ k x‖ ^ 2) / (1 - 1 / l)), Real.sqrt_nonneg _, ?_⟩
  rw [← Complex.ofReal_pow, Real.sq_sqrt (div_nonneg hS (by linarith)), poleSq, fsum_quadratic,
    Complex.ofReal_div, Complex.ofReal_sub, Complex.ofReal_div, Complex.ofReal_one]
```

Q: Do the eigenvectors exist, and are they complete?

A: For Hermitian ε the spectral theorem supplies them. For completeness, put the φ_j into the columns of a square matrix U. Orthonormality says U†U = 1, hence UU† = 1, which is Σ_j |φ_j⟩⟨φ_j| = 1.

```lean
/-- Every Hermitian dielectric matrix has an orthonormal eigensystem with real eigenvalues. -/
theorem exists_eigensystem {ε : Matrix ι ι ℂ} (hε : ε.IsHermitian) :
    ∃ lam φ, IsEigensystem ε lam φ := by
  refine ⟨hε.eigenvalues, fun i => (hε.eigenvectorBasis i).ofLp, fun i j => ?_, fun i => ?_⟩
  · have h := orthonormal_iff_ite.1 hε.eigenvectorBasis.orthonormal i j
    rw [EuclideanSpace.inner_eq_star_dotProduct] at h
    rw [dotProduct_comm]
    exact h
  · rw [hε.mulVec_eigenvectorBasis i]
    ext a
    simp

/-- Orthonormal eigenvectors, as many as the dimension, resolve the identity:
`∑ⱼ |φⱼ⟩⟨φⱼ| = 1`. -/
theorem spectral_one {ε : Matrix ι ι ℂ} {lam : ι → ℝ} {φ : ι → ι → ℂ}
    (h : IsEigensystem ε lam φ) : spectral (fun _ => 1) φ = 1 := by
  have hU : (Matrix.of fun a j => φ j a)ᴴ * (Matrix.of fun a j => φ j a) = 1 := by
    ext i j
    rw [Matrix.one_apply, ← h.1 i j]
    simp [Matrix.mul_apply, dotProduct]
  rw [← mul_eq_one_comm.1 hU]
  ext a b
  simp [Matrix.mul_apply, spectral]
```

Q: Does the model then return the static matrix it started from?

A: Yes, under the strict conditions. At ω = 0 the coefficient of mode i is

1 + z_i/(0 − Ω_i²) = 1 − (1 − 1/λ_i) = 1/λ_i.

Completeness turns the model into Σ_i (1/λ_i)|φ_i⟩⟨φ_i|. Multiplying by ε cancels each λ_i and leaves the identity. In the code, `hc` computes the coefficient, `hs` assembles the matrix, and the final `calc` applies ε. The first half of the theorem combines `pole_real` with z_i ≠ 0 to get Ω_i > 0.

```lean
/-- For a positive density, distinct plane waves, nonzero wave vectors and orthonormal eigenvectors
of the static dielectric matrix with real eigenvalues above 1, all pole frequencies of the model
built from these eigenvectors are real and positive, and the model at zero frequency is the inverse
of the static dielectric matrix. -/
theorem vonDerLindenHorsch {ρ : A → ℝ} (hρ : ∀ x, 0 < ρ x) {χ : ι → AddChar A ℂ}
    (hχ : Function.Injective χ) {u : ι → Fin 3 → ℝ} (hu : ∀ G, u G ≠ 0)
    {ε : Matrix ι ι ℂ} {lam : ι → ℝ} {φ : ι → ι → ℂ} (h : IsEigensystem ε lam φ)
    (hlam : ∀ i, 1 < lam i) :
    (∀ i, ∃ Ω : ℝ, 0 < Ω ∧ (Ω : ℂ) ^ 2 = poleSq (fsum ρ χ u) (lam i) (φ i)) ∧
      ε * epsInv (fsum ρ χ u) lam φ 0 = 1 := by
  have hz : ∀ i, star (φ i) ⬝ᵥ fsum ρ χ u *ᵥ φ i ≠ 0 := fun i => by
    have hφ : φ i ≠ 0 := fun h0 => by simpa [h0] using h.1 i i
    exact ((fsum_posDef hρ hχ hu).dotProduct_mulVec_pos hφ).ne'
  have hl : ∀ i, (lam i : ℂ) ≠ 0 := fun i =>
    Complex.ofReal_ne_zero.2 (by linarith [hlam i])
  have hd : ∀ i, (1 : ℂ) - 1 / (lam i : ℂ) ≠ 0 := fun i h0 => by
    have h1 : (lam i : ℂ) = 1 := by
      have h2 := sub_eq_zero.1 h0
      rw [eq_div_iff (hl i), one_mul] at h2
      exact h2
    exact (hlam i).ne' (by exact_mod_cast h1)
  constructor
  · intro i
    obtain ⟨Ω, h0, h1⟩ := pole_real (fun x => (hρ x).le) χ u (hlam i) (φ i)
    refine ⟨Ω, lt_of_le_of_ne h0 fun h2 => div_ne_zero (hz i) (hd i) ?_, h1⟩
    change poleSq (fsum ρ χ u) (lam i) (φ i) = 0
    rw [← h1, ← h2]
    simp
  · -- at zero frequency each mode is screened by the factor `1 / lam i`
    have hc : ∀ i, 1 + (star (φ i) ⬝ᵥ fsum ρ χ u *ᵥ φ i) /
        (((0 : ℝ) : ℂ) ^ 2 - poleSq (fsum ρ χ u) (lam i) (φ i)) = 1 / (lam i : ℂ) := fun i => by
      have key : ∀ z d : ℂ, z ≠ 0 → d ≠ 0 → z / (0 - z / d) = -d := fun z d h1 h2 => by
        rw [zero_sub, div_neg]
        field_simp
      rw [poleSq, Complex.ofReal_zero, zero_pow two_ne_zero, key _ _ (hz i) (hd i)]
      ring
    have hs : epsInv (fsum ρ χ u) lam φ 0 = spectral (fun i => 1 / (lam i : ℂ)) φ := by
      rw [epsInv, ← spectral_one h]
      ext a b
      simp only [spectral, Matrix.add_apply, Matrix.of_apply, ← Finset.sum_add_distrib]
      refine Finset.sum_congr rfl fun j _ => ?_
      rw [← hc j]
      ring
    rw [hs, ← spectral_one h]
    ext a b
    simp only [Matrix.mul_apply, spectral, Matrix.of_apply, Finset.mul_sum]
    rw [Finset.sum_comm]
    refine Finset.sum_congr rfl fun j _ => ?_
    have he : ∑ k, ε a k * φ j k = (lam j : ℂ) * φ j a := by
      simpa [Matrix.mulVec, dotProduct] using congrFun (h.2 j) a
    calc ∑ k, ε a k * (1 / (lam j : ℂ) * φ j k * star (φ j b))
        = 1 / (lam j : ℂ) * star (φ j b) * ∑ k, ε a k * φ j k := by
          rw [Finset.mul_sum]
          refine Finset.sum_congr rfl fun k _ => ?_
          ring
      _ = 1 * φ j a * star (φ j b) := by
          rw [he]
          have := hl j
          field_simp

end

end PlasmonPole
```

```lean
#print axioms PlasmonPole.exists_eigensystem
#print axioms PlasmonPole.vonDerLindenHorsch
```

```
'PlasmonPole.exists_eigensystem' depends on axioms: [propext, Classical.choice, Quot.sound]
'PlasmonPole.vonDerLindenHorsch' depends on axioms: [propext, Classical.choice, Quot.sound]
```

Q: So has the theorem shown that real materials have these plasmons?

A: No. It takes the model as given. The step to a material is the assumption that the true ε⁻¹(ω) keeps its static eigenvectors and has one pole pair ±Ω_i per mode. Nor do the hypotheses require ε to be the response of the density ρ.

Q: Could I satisfy the theorem and still compute the wrong poles?

A: Yes, through a Fourier sign. If ε(G,H) is defined with exp(−iG·x) on its left index, then χ_G(x) must be exp(−iG·x) as well. The opposite sign replaces F by its complex conjugate. That matrix is still positive semidefinite, so the poles stay real, but in general the z_i are wrong.

Q: Where does this enter an actual calculation?

A: For each q, one diagonalises the static ε, Fourier transforms the density to build F, and evaluates z_i and Ω_i. With z_i = 225 eV² and λ_i = 10, for example, Ω_i² = 250 eV² and Ω_i ≈ 15.8 eV. Within this finite-basis, one-pole-per-mode model, the screened interaction in the GW self-energy then has its poles at real energies.
